# The phase-space count for a cubic box lies between the hard-wall and Neumann state counts

For R ≥ 0, let D(R) be the number of triples of positive integers with Euclidean norm at most R, and N(R) the number of such triples of nonnegative integers. Then

D(R) ≤ πR³/6 ≤ N(R).

For one spinless particle in a cube, with no other forces, R corresponds to a maximum energy. Up to that energy, D counts the independent stationary states with hard walls and N those with Neumann walls, where the normal derivative of the wave function vanishes. The middle term is the phase-space volume up to the same energy, in units of (2πħ)³. This is the semiclassical estimate of the number of states; its derivative with respect to energy, doubled for spin, is the usual density of states of a free-electron gas.

## Unit cubes inside and around the ball

For a triple n of nonnegative integers, let C(n) be the set of points x with

nᵢ ≤ |xᵢ| < nᵢ + 1 for every i.

Each coordinate ranges over two intervals of length 1, so C(n) has volume 2³ = 8. Let V = 4πR³/3 be the volume of the ball of radius R.

If x lies in the ball, round each |xᵢ| down to an integer nᵢ. Then Σ nᵢ² ≤ Σ xᵢ² ≤ R², so x lies in the cell of a triple counted by N(R). These cells cover the ball, and V ≤ 8 N(R).

If n is counted by D(R), take the cell C(n − 1), with 1 subtracted from every entry. Its points satisfy |xᵢ| < nᵢ, so it lies inside the ball. Different n give disjoint cells, and 8 D(R) ≤ V. Dividing both inequalities by 8 proves the claim.

Take R = 3. The positive triples are (1,1,1) and the three orderings each of (1,1,2) and (1,2,2), so D = 7. There are 12 further triples with exactly one zero, 9 with exactly two, and (0,0,0), so N = 29. The phase-space value is 4.5π ≈ 14.1.

The condition R ≥ 0 matters for the first inequality: at R = −1 it would read 0 ≤ −π/6.

## How far apart the counts can be

Add 1 to every entry of a triple counted by N(R). Cauchy-Schwarz gives Σ nᵢ ≤ √3 R, hence

Σ (nᵢ + 1)² = Σ nᵢ² + 2 Σ nᵢ + 3 ≤ R² + 2√3 R + 3 = (R + √3)².

The shift is injective and produces positive triples, so N(R) ≤ D(R + √3). Combined with the first result, this gives

N(R) ≤ π(R + √3)³/6,

D(R) ≥ N(R − √3) ≥ π(R − √3)³/6 for R ≥ √3.

For R < √3 the last expression is negative, and the bound on D(R) holds trivially.

## From radius to energy

In a cube of side L the wave numbers are kᵢ = πnᵢ/L, and a particle of mass m has energy

E(n) = Σ (ħkᵢ)²/(2m) = (ħπ/L)²/(2m) · Σ nᵢ².

For E ≥ 0, the condition E(n) ≤ E therefore means that n has norm at most R = LP/(πħ), with P = √(2mE). The allowed momenta fill a ball of radius P, and

L³ · (4πP³/3) / (2πħ)³ = L³P³/(6π²ħ³) = πR³/6.

For E < 0 all three counts are zero.

## Quantum numbers and cells in Lean

```lean
import Mathlib

open MeasureTheory
open scoped Real

namespace BoxStateCounting

noncomputable section
```

A set of quantum numbers is a set of functions `Fin d → ℕ`, one natural number per direction, in any dimension d.

```lean
/-- Quantum numbers of a box with Neumann walls: nonnegative integers with norm at most `|R|`. -/
def neumann (d : ℕ) (R : ℝ) : Set (Fin d → ℕ) := {n | ∑ i, (n i : ℝ) ^ 2 ≤ R ^ 2}

/-- Quantum numbers of a box with hard walls: positive integers with norm at most `|R|`. -/
def hardWall (d : ℕ) (R : ℝ) : Set (Fin d → ℕ) :=
  {n | (∀ i, 1 ≤ n i) ∧ ∑ i, (n i : ℝ) ^ 2 ≤ R ^ 2}
```

The hard-wall set excludes zero because a sine with n = 0 vanishes identically; the Neumann set keeps it because the corresponding cosine is a constant. Both definitions compare squares, so a negative `R` acts as radius |R|.

```lean
/-- The solid Euclidean ball of radius `|R|` about the origin. -/
def solidBall (d : ℕ) (R : ℝ) : Set (Fin d → ℝ) := {x | ∑ i, x i ^ 2 ≤ R ^ 2}
```

The sum of squares is written out because Lean's default norm on `Fin d → ℝ` is the largest absolute value of a coordinate, not the Euclidean length.

```lean
/-- The points `x` for which every `|x i|` rounds down to `n i`: the unit cube with lowest corner
`n`, together with its images under all sign changes of the coordinates. -/
def cell {d : ℕ} (n : Fin d → ℕ) : Set (Fin d → ℝ) := {x | ∀ i, ⌊|x i|⌋₊ = n i}
```

This is C(n), with `⌊|x i|⌋₊` the natural-number floor of |xᵢ|.

```lean
/-- A cell is measurable and has volume `2 ^ d`. -/
theorem volume_cell {d : ℕ} (n : Fin d → ℕ) :
    MeasurableSet (cell n) ∧ volume (cell n) = 2 ^ d := by
  -- a cell is a product of one-dimensional shells
  have h : cell n = Set.univ.pi fun i =>
      Metric.ball (0 : ℝ) ((n i : ℝ) + 1) \ Metric.ball (0 : ℝ) (n i : ℝ) := by
    ext x
    simp only [cell, Set.mem_ofPred_eq, Set.mem_univ_pi, Set.mem_sdiff, mem_ball_zero_iff,
      Real.norm_eq_abs, not_lt]
    exact forall_congr' fun i => (Nat.floor_eq_iff (abs_nonneg _)).trans and_comm
  have hs (k : ℕ) : volume (Metric.ball (0 : ℝ) ((k : ℝ) + 1) \ Metric.ball (0 : ℝ) (k : ℝ))
      = 2 := by
    rw [measure_sdiff (Metric.ball_subset_ball (by linarith))
      measurableSet_ball.nullMeasurableSet
      (by rw [Real.volume_ball]; exact ENNReal.ofReal_ne_top),
      Real.volume_ball, Real.volume_ball, ← ENNReal.ofReal_sub _ (by positivity),
      show 2 * ((k : ℝ) + 1) - 2 * k = 2 by ring]
    simp
  rw [h]
  refine ⟨MeasurableSet.univ_pi fun i => measurableSet_ball.diff measurableSet_ball, ?_⟩
  rw [volume_pi_pi]
  simp only [hs, Finset.prod_const, Finset.card_univ, Fintype.card_fin]
```

In one dimension, the shell k ≤ |x| < k + 1 is an open ball with a smaller one removed, of length 2(k + 1) − 2k = 2. The cell is a product of such shells, and `volume_pi_pi` multiplies their lengths.

```lean
/-- Only finitely many quantum numbers lie within a given radius. -/
theorem neumann_finite (d : ℕ) (R : ℝ) : (neumann d R).Finite := by
  refine (Set.finite_Icc (0 : Fin d → ℕ) (fun _ => ⌊R ^ 2⌋₊)).subset fun n hn => ?_
  refine ⟨fun i => Nat.zero_le _, fun i => Nat.le_floor ?_⟩
  have h1 : (n i : ℝ) ^ 2 ≤ ∑ j, (n j : ℝ) ^ 2 :=
    Finset.single_le_sum (f := fun j => (n j : ℝ) ^ 2) (fun j _ => sq_nonneg _)
      (Finset.mem_univ i)
  have h2 : (n i : ℝ) ≤ (n i : ℝ) ^ 2 := by exact_mod_cast Nat.le_self_pow two_ne_zero (n i)
  exact h2.trans (h1.trans hn)
```

Every entry satisfies nᵢ ≤ nᵢ² ≤ R², which confines n to a finite box. Finiteness matters because `ncard`, used for all the counts, returns 0 on an infinite set.

## The bracket and its width

```lean
/-- In any dimension the volume of the ball, divided among its `2 ^ d` orthants, lies between
the hard-wall count and the Neumann count. -/
theorem volume_bracket (d : ℕ) (R : ℝ) :
    ((hardWall d R).ncard : ENNReal) * 2 ^ d ≤ volume (solidBall d R) ∧
      volume (solidBall d R) ≤ ((neumann d R).ncard : ENNReal) * 2 ^ d := by
  have hN := neumann_finite d R
  have hD : (hardWall d R).Finite := hN.subset fun n hn => hn.2
  constructor
  · -- cells just below the positive points are disjoint and fit inside the ball
    have hdis : (↑hD.toFinset : Set (Fin d → ℕ)).PairwiseDisjoint
        (fun n => cell (fun i => n i - 1)) := by
      intro a ha b hb hab
      show Disjoint (cell _) (cell _)
      rw [Set.disjoint_left]
      intro x hxa hxb
      apply hab
      funext i
      have h1 : 1 ≤ a i := (hD.mem_toFinset.1 (Finset.mem_coe.1 ha)).1 i
      have h2 : 1 ≤ b i := (hD.mem_toFinset.1 (Finset.mem_coe.1 hb)).1 i
      have h3 : a i - 1 = b i - 1 := (hxa i).symm.trans (hxb i)
      omega
    calc ((hardWall d R).ncard : ENNReal) * 2 ^ d
        = ∑ n ∈ hD.toFinset, volume (cell (fun i => n i - 1)) := by
          rw [Set.ncard_eq_toFinset_card _ hD]
          simp only [(volume_cell _).2, Finset.sum_const, nsmul_eq_mul]
      _ = volume (⋃ n ∈ hD.toFinset, cell (fun i => n i - 1)) :=
          (measure_biUnion_finset hdis fun n _ => (volume_cell _).1).symm
      _ ≤ volume (solidBall d R) := by
          refine measure_mono (Set.iUnion₂_subset fun n hn x hx => ?_)
          have hn' := hD.mem_toFinset.1 hn
          refine le_trans (Finset.sum_le_sum fun i _ => ?_) hn'.2
          have h1 : ⌊|x i|⌋₊ = n i - 1 := hx i
          have h2 : ⌊|x i|⌋₊ + 1 = n i := by
            have := hn'.1 i
            omega
          have h3 : |x i| ≤ (n i : ℝ) := by
            rw [← h2]
            push_cast
            exact (Nat.lt_floor_add_one _).le
          rw [← sq_abs (x i)]
          exact pow_le_pow_left₀ (abs_nonneg _) h3 2
  · -- cells just above the nonnegative points cover the ball
    calc volume (solidBall d R) ≤ volume (⋃ n ∈ hN.toFinset, cell n) := by
          refine measure_mono fun x hx => ?_
          refine Set.mem_iUnion₂.2 ⟨fun i => ⌊|x i|⌋₊, hN.mem_toFinset.2 ?_, fun i => rfl⟩
          have hx' : ∑ i, x i ^ 2 ≤ R ^ 2 := hx
          show ∑ i, ((⌊|x i|⌋₊ : ℕ) : ℝ) ^ 2 ≤ R ^ 2
          refine le_trans (Finset.sum_le_sum fun i _ => ?_) hx'
          rw [← sq_abs (x i)]
          exact pow_le_pow_left₀ (Nat.cast_nonneg _) (Nat.floor_le (abs_nonneg _)) 2
      _ ≤ ∑ n ∈ hN.toFinset, volume (cell n) := measure_biUnion_finset_le _ _
      _ = ((neumann d R).ncard : ENNReal) * 2 ^ d := by
          rw [Set.ncard_eq_toFinset_card _ hN]
          simp only [(volume_cell _).2, Finset.sum_const, nsmul_eq_mul]
```

The first half concerns the inner cells. `hdis` shows that they are disjoint: a common point forces `a i - 1 = b i - 1`, and positivity then gives `a = b`. The `calc` chain writes the count times 2^d as the volume of their union and places that union in the ball. The second half covers the ball by rounding down and uses subadditivity of volume.

```lean
/-- The three-dimensional ball of radius `R ≥ 0` has volume `4πR³/3`. -/
theorem volume_solidBall_three {R : ℝ} (hR : 0 ≤ R) :
    volume (solidBall 3 R) = ENNReal.ofReal (4 * π / 3 * R ^ 3) := by
  have h : solidBall 3 R =
      (WithLp.toLp 2) ⁻¹' Metric.closedBall (0 : EuclideanSpace ℝ (Fin 3)) R := by
    ext x
    rw [Set.mem_preimage, mem_closedBall_zero_iff, EuclideanSpace.norm_eq, Real.sqrt_le_iff]
    simp [solidBall, hR]
  rw [h, (PiLp.volume_preserving_toLp (Fin 3)).measure_preimage
    measurableSet_closedBall.nullMeasurableSet, EuclideanSpace.volume_closedBall_fin_three,
    ← ENNReal.ofReal_pow hR, ← ENNReal.ofReal_mul (by positivity)]
  congr 1
  ring
```

The map `WithLp.toLp 2` carries the coordinates to Mathlib's Euclidean space without changing volumes, so the known formula for the ball applies.

```lean
/-- For `R ≥ 0`, at most `πR³/6` triples of positive integers, and at least `πR³/6` triples of
nonnegative integers, have Euclidean norm at most `R`. -/
theorem octant_count {R : ℝ} (hR : 0 ≤ R) :
    ((hardWall 3 R).ncard : ℝ) ≤ π * R ^ 3 / 6 ∧
      π * R ^ 3 / 6 ≤ ((neumann 3 R).ncard : ℝ) := by
  have e (N : ℕ) : (N : ENNReal) * 2 ^ 3 = ENNReal.ofReal ((N : ℝ) * 8) := by
    rw [ENNReal.ofReal_mul (Nat.cast_nonneg N), ENNReal.ofReal_natCast]
    norm_num
  obtain ⟨h1, h2⟩ := volume_bracket 3 R
  rw [volume_solidBall_three hR, e, ENNReal.ofReal_le_ofReal_iff (by positivity)] at h1 h2
  constructor <;> linarith
```

This is the opening claim. The auxiliary `e` turns the extended nonnegative numbers of measure theory into real ones, and `linarith` divides by 8.

```lean
/-- For `R ≥ 0`, the Neumann count at radius `R` is at most the hard-wall count at radius
`R + √d`. -/
theorem neumann_le_hardWall_shift (d : ℕ) {R : ℝ} (hR : 0 ≤ R) :
    (neumann d R).ncard ≤ (hardWall d (R + √d)).ncard := by
  refine Set.ncard_le_ncard_of_injOn (fun n i => n i + 1) (fun n hn => ?_)
    (fun a _ b _ hab => ?_) ((neumann_finite d (R + √d)).subset fun n hn => hn.2)
  · refine ⟨fun i => Nat.le_add_left 1 (n i), ?_⟩
    have hn' : ∑ i, (n i : ℝ) ^ 2 ≤ R ^ 2 := hn
    have hd : √(d : ℝ) ^ 2 = d := Real.sq_sqrt (Nat.cast_nonneg d)
    -- Cauchy-Schwarz bounds the sum of the quantum numbers
    have hc : (∑ i, (n i : ℝ)) ^ 2 ≤ (√(d : ℝ) * R) ^ 2 := by
      have h := sq_sum_le_card_mul_sum_sq (s := Finset.univ) (f := fun i => (n i : ℝ))
      rw [Finset.card_univ, Fintype.card_fin] at h
      rw [mul_pow, hd]
      exact h.trans (mul_le_mul_of_nonneg_left hn' (Nat.cast_nonneg d))
    have hs := le_of_abs_le (abs_le_of_sq_le_sq hc (by positivity))
    have hx : ∑ i, ((n i + 1 : ℕ) : ℝ) ^ 2
        = ∑ i, (n i : ℝ) ^ 2 + 2 * ∑ i, (n i : ℝ) + d := by
      simp only [Nat.cast_add, Nat.cast_one, add_sq, Finset.sum_add_distrib, Finset.mul_sum,
        mul_one, one_pow, Finset.sum_const, Finset.card_univ, Fintype.card_fin, nsmul_eq_mul]
    rw [hx]
    nlinarith
  · funext i
    exact Nat.succ_injective (congrFun hab i)
```

The shift n → n + 1 is treated in any dimension, with √d in place of √3. `hc` is Cauchy-Schwarz, `hx` expands the square, and `nlinarith` combines them.

```lean
/-- For `R ≥ 0`, shifting the radius by `√3` in the phase-space value `πR³/6` bounds the
hard-wall count from below and the Neumann count from above. -/
theorem octant_count_error {R : ℝ} (hR : 0 ≤ R) :
    π * (R - √3) ^ 3 / 6 ≤ ((hardWall 3 R).ncard : ℝ) ∧
      ((neumann 3 R).ncard : ℝ) ≤ π * (R + √3) ^ 3 / 6 := by
  constructor
  · rcases le_total (√3) R with h | h
    · have h0 : 0 ≤ R - √3 := sub_nonneg.2 h
      have h1 := neumann_le_hardWall_shift 3 h0
      rw [Nat.cast_ofNat, sub_add_cancel] at h1
      exact (octant_count h0).2.trans (by exact_mod_cast h1)
    · have h1 : (R - √3) ^ 3 ≤ 0 := Odd.pow_nonpos (by decide) (sub_nonpos.2 h)
      have h2 := mul_nonpos_of_nonneg_of_nonpos Real.pi_pos.le h1
      have h3 : (0 : ℝ) ≤ ((hardWall 3 R).ncard : ℝ) := Nat.cast_nonneg _
      linarith
  · have h1 := neumann_le_hardWall_shift 3 hR
    rw [Nat.cast_ofNat] at h1
    exact le_trans (by exact_mod_cast h1) (octant_count (by positivity)).1
```

The two cases for the lower bound are R ≥ √3 and R ≤ √3, as above. The theorem is stated for the radius; the energy version below contains only the bracket itself.

## Standing waves and the box

```lean
/-- The wave number `πn/L` of a standing wave between walls a distance `L ≠ 0` apart. -/
def waveNumber (L : ℝ) (n : ℕ) : ℝ := π * n / L

/-- For `L ≠ 0` and `k = πn/L`, `sin kx` vanishes at the walls `0` and `L`. The derivatives of
`sin kx` and `cos kx` are `k cos kx` and `-k sin kx`. -/
theorem standing_waves {L : ℝ} (hL : L ≠ 0) (n : ℕ) :
    (Real.sin (waveNumber L n * 0) = 0 ∧ Real.sin (waveNumber L n * L) = 0) ∧
      ∀ x, HasDerivAt (fun y => Real.sin (waveNumber L n * y))
          (waveNumber L n * Real.cos (waveNumber L n * x)) x ∧
        HasDerivAt (fun y => Real.cos (waveNumber L n * y))
          (-waveNumber L n * Real.sin (waveNumber L n * x)) x := by
  refine ⟨⟨by simp, ?_⟩, fun x => ?_⟩
  · rw [waveNumber, div_mul_cancel₀ _ hL, mul_comm]
    exact Real.sin_nat_mul_pi n
  · have h : HasDerivAt (fun y => waveNumber L n * y) (waveNumber L n) x := by
      simpa using (hasDerivAt_id x).const_mul (waveNumber L n)
    exact ⟨h.sin.congr_deriv (by ring), h.cos.congr_deriv (by ring)⟩
```

The theorem gives the sine its zeros at both walls. Since the derivative of cos kx is −k sin kx, the same zeros give the cosine its Neumann condition. Applying the two derivative formulas in succession gives −k² times the original function, which is the source of the kinetic energy (ħk)²/(2m). It is assumed that the products of three such sines (hard walls) or three such cosines (Neumann walls), one for each direction, form a complete set of independent stationary states of the cube.

```lean
/-- Kinetic energy of the standing wave with quantum numbers `n` in a cube of side `L ≠ 0`,
for a particle of mass `m ≠ 0`. -/
def boxEnergy (ħ m L : ℝ) (n : Fin 3 → ℕ) : ℝ := ∑ i, (ħ * waveNumber L (n i)) ^ 2 / (2 * m)

/-- Phase-space volume with kinetic energy at most `E` in a cube of side `L`, in units of `(2πħ)³`,
for positive `ħ`, `m` and `L`. -/
def phaseSpaceCount (ħ m L E : ℝ) : ℝ :=
  L ^ 3 * (volume {p : Fin 3 → ℝ | ∑ i, p i ^ 2 / (2 * m) ≤ E}).toReal / (2 * π * ħ) ^ 3
```

`boxEnergy` is accordingly a definition, not the computed spectrum of an operator. In `phaseSpaceCount` the position volume enters as the factor `L ^ 3`, and only the momentum region is measured.

```lean
/-- For positive `ħ`, `m` and `L`, phase-space counting gives at least the number of hard-wall
states and at most the number of Neumann states with energy up to `E`. -/
theorem box_state_count {ħ m L : ℝ} (hħ : 0 < ħ) (hm : 0 < m) (hL : 0 < L) (E : ℝ) :
    ({n | (∀ i, 1 ≤ n i) ∧ boxEnergy ħ m L n ≤ E}.ncard : ℝ) ≤ phaseSpaceCount ħ m L E ∧
      phaseSpaceCount ħ m L E ≤ ({n | boxEnergy ħ m L n ≤ E}.ncard : ℝ) := by
  rcases lt_or_ge E 0 with hE | hE
  · -- below zero energy there are neither states nor phase space
    have h1 (n : Fin 3 → ℕ) : ¬ boxEnergy ħ m L n ≤ E :=
      not_le.2 (hE.trans_le (Finset.sum_nonneg fun i _ => by positivity))
    have h2 (p : Fin 3 → ℝ) : ¬ ∑ i, p i ^ 2 / (2 * m) ≤ E :=
      not_le.2 (hE.trans_le (Finset.sum_nonneg fun i _ => by positivity))
    simp [phaseSpaceCount, h1, h2]
  have hP : √(2 * m * E) ^ 2 = 2 * m * E := Real.sq_sqrt (by positivity)
  have hc : 0 < (ħ * π / L) ^ 2 / (2 * m) := by positivity
  -- the radius in the space of quantum numbers that belongs to the energy E
  have hR : (L * √(2 * m * E) / (π * ħ)) ^ 2 = E / ((ħ * π / L) ^ 2 / (2 * m)) := by
    rw [div_pow, mul_pow, hP]
    field_simp
  have hen (n : Fin 3 → ℕ) : boxEnergy ħ m L n ≤ E ↔
      ∑ i, (n i : ℝ) ^ 2 ≤ (L * √(2 * m * E) / (π * ħ)) ^ 2 := by
    have hb : boxEnergy ħ m L n = (ħ * π / L) ^ 2 / (2 * m) * ∑ i, (n i : ℝ) ^ 2 := by
      rw [boxEnergy, Finset.mul_sum]
      refine Finset.sum_congr rfl fun i _ => ?_
      rw [waveNumber]
      ring
    rw [hR, hb, le_div_iff₀' hc]
  have hmom : {p : Fin 3 → ℝ | ∑ i, p i ^ 2 / (2 * m) ≤ E} = solidBall 3 (√(2 * m * E)) := by
    ext p
    simp only [solidBall, Set.mem_ofPred_eq]
    rw [← Finset.sum_div, div_le_iff₀ (by positivity), hP, mul_comm E]
  have hps : phaseSpaceCount ħ m L E = π * (L * √(2 * m * E) / (π * ħ)) ^ 3 / 6 := by
    rw [phaseSpaceCount, hmom, volume_solidBall_three (Real.sqrt_nonneg _),
      ENNReal.toReal_ofReal (by positivity)]
    have hπ := Real.pi_ne_zero
    generalize √(2 * m * E) = P
    field_simp
    ring
  simp only [hen, hps]
  exact octant_count (by positivity)

end

end BoxStateCounting
```

The constants `ħ`, `m` and `L` are positive, while `E` is any real number. States are counted by quantum numbers, so a degenerate level contributes once for each of its triples. After the case of negative energy, `hen` translates the energy condition into a radius, `hmom` identifies the momentum region as a ball, and `hps` reduces the phase-space count to πR³/6. `octant_count` then finishes the proof.

```lean
#print axioms BoxStateCounting.octant_count_error
#print axioms BoxStateCounting.standing_waves
#print axioms BoxStateCounting.box_state_count
```

```
'BoxStateCounting.octant_count_error' depends on axioms: [propext, Classical.choice, Quot.sound]
'BoxStateCounting.standing_waves' depends on axioms: [propext, Classical.choice, Quot.sound]
'BoxStateCounting.box_state_count' depends on axioms: [propext, Classical.choice, Quot.sound]
```
